# Mulliken-Approximated Exchange from Ordinary and Entrywise Matrix Products

In a density-functional tight-binding calculation with nonlocal exchange, each self-consistency cycle rebuilds the exchange matrix from the current density matrix. Summed element by element over $N$ orbitals, without skipping negligible overlaps, this takes a number of operations that grows as $N^4$. If the two-electron integrals are taken in the Mulliken approximation, the same matrix can be assembled from a fixed number of matrix products, each of order $N^3$ in dense arithmetic, and some entrywise products. The problems below derive that assembly, the symmetry of the exchange matrix and a compact form of the exchange energy.

## Integrals, exchange matrix and energy

The orbitals are real and carry labels from a finite set, called `ι` in Lean. No size is prescribed, and nothing refers to atoms or to angular momentum.

```lean
import Mathlib

open Matrix

namespace TightBindingExchange

noncomputable section

variable {ι : Type*} [Fintype ι]
```

Let $S_{mn}$ be the overlap of orbitals $m$ and $n$, and let $g_{mn}$ be the Coulomb interaction between the densities $\phi_m^2$ and $\phi_n^2$. For normalised orbitals, the Mulliken approximation replaces an orbital product by the average of the two orbital densities, scaled by the overlap, $\phi_m\phi_n \approx \tfrac12 S_{mn}(\phi_m^2+\phi_n^2)$. Inserted into the interaction of the charge distributions $\phi_m\phi_n$ and $\phi_a\phi_b$, it gives

$$(mn,ab) = \tfrac14\, S_{mn}S_{ab}\,(g_{ma}+g_{mb}+g_{na}+g_{nb}).$$

In Lean this expression is the definition of the integral, `eri S g m n a b`; the approximation is assumed and its accuracy is not examined. The kernel $g$ is an arbitrary real matrix, so a screened or long-range interaction can take the place of the bare Coulomb one.

```lean
/-- The two-electron integral `(mn,ab)` in the Mulliken approximation, with overlap matrix `S`
and Coulomb kernel `g` between orbitals. -/
def eri (S g : Matrix ι ι ℝ) (m n a b : ι) : ℝ :=
  S m n * S a b * (g m a + g m b + g n a + g n b) / 4
```

For a density matrix $D$, the exchange matrix is the double sum

$$K_{mn}=\sum_{a,b}(ma,bn)\,D_{ab}.$$

It is defined in Lean directly from the integrals, as `exchange S g D`.

```lean
/-- The exchange matrix `K_mn = ∑_ab (ma,bn) D_ab` of the density matrix `D`. -/
def exchange (S g D : Matrix ι ι ℝ) : Matrix ι ι ℝ :=
  Matrix.of fun m n => ∑ a, ∑ b, eri S g m a b n * D a b
```

The energy requires the entrywise contraction of two matrices, $\langle A,B\rangle=\sum_{m,n}A_{mn}B_{mn}$, which is `contract A B`.

```lean
/-- The entrywise contraction `∑_mn A_mn B_mn` of two matrices. -/
def contract (A B : Matrix ι ι ℝ) : ℝ := ∑ m, ∑ n, A m n * B m n
```

The exchange energy is $E_x=-\tfrac14\langle D,K\rangle$. The prefactor belongs to a closed shell whose density matrix is summed over both spins, so that a filled orbital counts twice. The matrix $D$ is otherwise unrestricted: it need not come from a converged calculation, or from orbitals at all.

```lean
/-- The closed-shell exchange energy `-1/4 ∑_mn D_mn K_mn`. -/
def exchangeEnergy (S g D : Matrix ι ι ℝ) : ℝ :=
  -(1 / 4) * contract D (exchange S g D)
```

## (a) Exchanging the two charge distributions

Show that for a symmetric kernel $g$

$$(mn,ab)=(ab,mn).$$

By definition, the right-hand side is $\tfrac14 S_{ab}S_{mn}(g_{am}+g_{an}+g_{bm}+g_{bn})$. Symmetry of $g$ turns the bracket into $g_{ma}+g_{na}+g_{mb}+g_{nb}$, which is the bracket on the left in another order. The overlap factors commute, and $S$ need not be symmetric.

In Lean, `hg : g.IsSymm` is the symmetry of the kernel. The proof rewrites the four kernel entries with it, and `ring` reorders the sum and the product.

```lean
omit [Fintype ι] in
/-- For a symmetric kernel the two charge distributions of an integral may be exchanged. -/
theorem eri_swap_pairs {S g : Matrix ι ι ℝ} (hg : g.IsSymm) (m n a b : ι) :
    eri S g m n a b = eri S g a b m n := by
  unfold eri
  rw [hg.apply m a, hg.apply m b, hg.apply n a, hg.apply n b]
  ring
```

## (b) Exchanging the orbitals of the first distribution

Show that for a symmetric overlap matrix

$$(mn,ab)=(nm,ab).$$

Exchanging $m$ and $n$ only permutes the four kernel entries in the bracket. The prefactor changes from $S_{mn}$ to $S_{nm}$, which is the same number. Here $g$ may be any matrix.

```lean
omit [Fintype ι] in
/-- For a symmetric overlap the orbitals of the first charge distribution may be exchanged. -/
theorem eri_swap_left {S g : Matrix ι ι ℝ} (hS : S.IsSymm) (m n a b : ι) :
    eri S g m n a b = eri S g n m a b := by
  unfold eri
  rw [hS.apply m n]
  ring
```

## (c) Exchanging the orbitals of the second distribution

Show, again for a symmetric overlap matrix, that

$$(mn,ab)=(mn,ba).$$

The bracket is once more permuted within itself, and $S_{ab}=S_{ba}$ takes care of the prefactor.

```lean
omit [Fintype ι] in
/-- For a symmetric overlap the orbitals of the second charge distribution may be exchanged. -/
theorem eri_swap_right {S g : Matrix ι ι ℝ} (hS : S.IsSymm) (m n a b : ι) :
    eri S g m n a b = eri S g m n b a := by
  unfold eri
  rw [hS.apply a b]
  ring
```

## (d) The exchange matrix as four matrix terms

Let $\circ$ denote the entrywise (Hadamard) product, $(A\circ B)_{mn}=A_{mn}B_{mn}$. Show that for any real matrices $S$, $g$ and $D$

$$K=\tfrac14\Big[\big((SD)\circ g\big)S+(SDS)\circ g+S(D\circ g)S+S\big((DS)\circ g\big)\Big].$$

Written out with the integral $(ma,bn)$, the double sum is

$$K_{mn}=\tfrac14\sum_{a,b}S_{ma}D_{ab}S_{bn}\,(g_{mb}+g_{mn}+g_{ab}+g_{an}).$$

Take the four kernel entries one at a time.

- For $g_{mb}$, sum over $a$ first: $\sum_b (SD)_{mb}\,g_{mb}\,S_{bn}=\big[((SD)\circ g)S\big]_{mn}$.
- The entry $g_{mn}$ does not depend on $a$ or $b$ and comes out of the sum: $g_{mn}(SDS)_{mn}=\big[(SDS)\circ g\big]_{mn}$.
- The entry $g_{ab}$ attaches to the density matrix: $\sum_{a,b}S_{ma}(D_{ab}g_{ab})S_{bn}=\big[S(D\circ g)S\big]_{mn}$.
- For $g_{an}$, sum over $b$ first: $\sum_a S_{ma}(DS)_{an}\,g_{an}=\big[S((DS)\circ g)\big]_{mn}$.

Their sum, divided by four, is the formula. No symmetry was used.

As a numerical instance, take two orbitals with overlap $\tfrac12$ and a doubly occupied, normalised bonding orbital, so that every entry of $D$ is $1/(1+\tfrac12)=\tfrac23$. Measure the kernel in units of its on-site value and let its off-site value be $\tfrac12$; then $g$ and $S$ happen to be the same matrix of numbers. All entries of $SD$ and $DS$ are $1$, and all entries of $SDS$ are $\tfrac32$. In the order of the formula, the four terms contribute

$$K_{11}=\tfrac14\left(\tfrac54+\tfrac32+\tfrac76+\tfrac54\right)=\tfrac{31}{24},\qquad K_{12}=\tfrac14\left(1+\tfrac34+\tfrac{13}{12}+1\right)=\tfrac{23}{24}.$$

The direct double sum for the first element gives $\tfrac23\left(1+\tfrac38+\tfrac38+\tfrac3{16}\right)=\tfrac{31}{24}$ as well.

In Lean, `⊙` is the entrywise product and `•` multiplies a matrix by a number. The auxiliary statements `h1` to `h4` are the four items of the list, in the same order. In the first three, expanding the products leaves the sum over $b$ outside, and `Finset.sum_comm` exchanges the two sums. The proof then merges the four double sums and compares them with the definition of $K$ summand by summand.

```lean
/-- The exchange matrix with Mulliken integrals is one quarter of a sum of four terms built
from ordinary and Hadamard matrix products. -/
theorem exchange_eq (S g D : Matrix ι ι ℝ) :
    exchange S g D = (1 / 4 : ℝ) •
      (((S * D) ⊙ g) * S + (S * D * S) ⊙ g + S * (D ⊙ g) * S + S * ((D * S) ⊙ g)) := by
  ext m n
  -- each matrix product is the double sum belonging to one of the four kernel terms
  have h1 : (((S * D) ⊙ g) * S) m n = ∑ a, ∑ b, S m a * D a b * g m b * S b n := by
    simp only [Matrix.mul_apply, Matrix.hadamard_apply, Finset.sum_mul]
    exact Finset.sum_comm
  have h2 : ((S * D * S) ⊙ g) m n = ∑ a, ∑ b, S m a * D a b * S b n * g m n := by
    simp only [Matrix.mul_apply, Matrix.hadamard_apply, Finset.sum_mul]
    exact Finset.sum_comm
  have h3 : (S * (D ⊙ g) * S) m n = ∑ a, ∑ b, S m a * (D a b * g a b) * S b n := by
    simp only [Matrix.mul_apply, Matrix.hadamard_apply, Finset.sum_mul]
    exact Finset.sum_comm
  have h4 : (S * ((D * S) ⊙ g)) m n = ∑ a, ∑ b, S m a * (D a b * S b n * g a n) := by
    simp only [Matrix.mul_apply, Matrix.hadamard_apply, Finset.sum_mul, Finset.mul_sum]
  simp only [exchange, Matrix.of_apply, Matrix.smul_apply, Matrix.add_apply, smul_eq_mul]
  rw [h1, h2, h3, h4]
  simp only [← Finset.sum_add_distrib]
  simp only [Finset.mul_sum]
  refine Finset.sum_congr rfl fun a _ => Finset.sum_congr rfl fun b _ => ?_
  unfold eri
  ring
```

## (e) Symmetry of the exchange matrix

Show that if $S$, $g$ and $D$ are all symmetric, then

$$K_{nm}=K_{mn}.$$

Start from $K_{nm}=\sum_{a,b}(na,bm)D_{ab}$ and exchange the names of the summation indices, which gives $\sum_{a,b}(nb,am)D_{ba}$. Since $D$ is symmetric, $D_{ba}=D_{ab}$. Parts (a), (b) and (c), in that order, transform the integral:

$$(nb,am)=(am,nb)=(ma,nb)=(ma,bn).$$

What remains is $\sum_{a,b}(ma,bn)D_{ab}=K_{mn}$.

Symmetry of $S$ and $g$ alone is not enough. Take two orbitals with $S$ the unit matrix and every entry of $g$ equal to $1$, and let $D_{12}=1$ be the only nonzero entry of $D$. Then $K_{12}=(11,22)=1$, whereas $K_{21}=(21,21)=0$, because the latter integral contains the overlap $S_{21}=0$. This $D$ only tests the hypothesis and describes no electronic state, since the density matrix of a state is Hermitian and therefore symmetric when it is real.

The Lean proof follows the same route: `Finset.sum_comm` does the relabelling, and the final `rw` applies the symmetry of $D$ and then the three integral symmetries.

```lean
/-- For symmetric overlap, kernel and density matrices the exchange matrix is symmetric. -/
theorem exchange_isSymm {S g D : Matrix ι ι ℝ} (hS : S.IsSymm) (hg : g.IsSymm)
    (hD : D.IsSymm) : (exchange S g D).IsSymm := by
  refine Matrix.IsSymm.ext fun m n => ?_
  simp only [exchange, Matrix.of_apply]
  -- relabel the summed orbitals, then use the symmetries of the integral
  rw [Finset.sum_comm]
  refine Finset.sum_congr rfl fun a _ => Finset.sum_congr rfl fun b _ => ?_
  rw [hD.apply a b, eri_swap_pairs hg n b a m, eri_swap_left hS a m n b,
    eri_swap_right hS m a n b]
```

## (f) Moving an overlap matrix from the right

Show that for symmetric $S$ and arbitrary $A$ and $X$

$$\langle A,XS\rangle=\langle AS,X\rangle.$$

Write out the product and collect the sum over $n$:

$$\sum_{m,n}A_{mn}\sum_b X_{mb}S_{bn}=\sum_{m,b}\Big(\sum_n A_{mn}S_{nb}\Big)X_{mb}.$$

The step uses $S_{bn}=S_{nb}$, and the bracket is $(AS)_{mb}$. In Lean the row index $m$ stays fixed while the other two sums are exchanged.

```lean
/-- A symmetric overlap matrix multiplying from the right can be moved to the other factor of a
contraction. -/
theorem contract_mul_right {S : Matrix ι ι ℝ} (hS : S.IsSymm) (A X : Matrix ι ι ℝ) :
    contract A (X * S) = contract (A * S) X := by
  simp only [contract, Matrix.mul_apply, Finset.mul_sum, Finset.sum_mul]
  refine Finset.sum_congr rfl fun m _ => ?_
  rw [Finset.sum_comm]
  refine Finset.sum_congr rfl fun b _ => Finset.sum_congr rfl fun n _ => ?_
  rw [hS.apply b n]
  ring
```

## (g) Moving an overlap matrix from the left

Show, under the same conditions, that

$$\langle A,SX\rangle=\langle SA,X\rangle.$$

Now collect the sum over $m$:

$$\sum_{m,n}A_{mn}\sum_a S_{ma}X_{an}=\sum_{a,n}\Big(\sum_m S_{am}A_{mn}\Big)X_{an}.$$

The bracket is $(SA)_{an}$. Here the column index $n$ is the one that stays fixed, so the Lean proof first brings the sum over $n$ to the outside on both sides and then exchanges the remaining two.

```lean
/-- A symmetric overlap matrix multiplying from the left can be moved to the other factor of a
contraction. -/
theorem contract_mul_left {S : Matrix ι ι ℝ} (hS : S.IsSymm) (A X : Matrix ι ι ℝ) :
    contract A (S * X) = contract (S * A) X := by
  simp only [contract, Matrix.mul_apply, Finset.mul_sum, Finset.sum_mul]
  conv_lhs => rw [Finset.sum_comm]
  conv_rhs => rw [Finset.sum_comm]
  refine Finset.sum_congr rfl fun n _ => ?_
  rw [Finset.sum_comm]
  refine Finset.sum_congr rfl fun a _ => Finset.sum_congr rfl fun m _ => ?_
  rw [hS.apply a m]
  ring
```

## (h) The exchange energy as one sum over orbital pairs

Show that for symmetric $S$

$$E_x=-\tfrac18\sum_{m,n}g_{mn}\Big[D_{mn}(SDS)_{mn}+(SD)_{mn}(DS)_{mn}\Big].$$

Insert the formula of part (d) into $E_x=-\tfrac14\langle D,K\rangle$ and use parts (f) and (g) to move each outer overlap matrix onto the density matrix on the left:

$$\begin{aligned}
\langle D,((SD)\circ g)S\rangle&=\langle DS,(SD)\circ g\rangle,\\
\langle D,S(D\circ g)S\rangle&=\langle SDS,D\circ g\rangle,\\
\langle D,S((DS)\circ g)\rangle&=\langle SD,(DS)\circ g\rangle.
\end{aligned}$$

The remaining term, $\langle D,(SDS)\circ g\rangle$, needs no change. The first and third lines both equal $\sum_{m,n} g_{mn}(SD)_{mn}(DS)_{mn}$. The second line and the unchanged term both equal $\sum_{m,n} g_{mn}D_{mn}(SDS)_{mn}$. Each sum therefore occurs twice, and the prefactor is $-\tfrac14\cdot\tfrac14\cdot2=-\tfrac18$. Neither $g$ nor $D$ has to be symmetric.

For the two-orbital example of part (d), the square bracket is $\tfrac23\cdot\tfrac32+1\cdot1=2$ for every pair, and the entries of $g$ add up to $3$, so $E_x=-\tfrac18\cdot2\cdot3=-\tfrac34$. The definition agrees: $-\tfrac14\cdot\tfrac23\cdot2\left(\tfrac{31}{24}+\tfrac{23}{24}\right)=-\tfrac34$.

In the Lean proof, `lin` states that the contraction is linear in its second factor, for the combination of four terms that occurs here. The following `rw` moves the overlap matrices, and `Matrix.mul_assoc` identifies $S(DS)$ with $(SD)S$. The last `ring` gathers the equal terms.

```lean
/-- With Mulliken integrals and a symmetric overlap, the exchange energy is, up to the factor
`-1/8`, a single sum over orbital pairs, weighted by the kernel, of products of `D`, `SDS`, `SD` and
`DS` entries. -/
theorem exchangeEnergy_eq {S : Matrix ι ι ℝ} (hS : S.IsSymm) (g D : Matrix ι ι ℝ) :
    exchangeEnergy S g D = -(1 / 8) * ∑ m, ∑ n,
      g m n * (D m n * (S * D * S) m n + (S * D) m n * (D * S) m n) := by
  -- the contraction is linear in its second factor
  have lin : ∀ A B C E : Matrix ι ι ℝ, contract D ((1 / 4 : ℝ) • (A + B + C + E)) =
      1 / 4 * (contract D A + contract D B + contract D C + contract D E) := by
    intro A B C E
    simp only [contract, Matrix.smul_apply, Matrix.add_apply, smul_eq_mul,
      ← Finset.sum_add_distrib]
    simp only [Finset.mul_sum]
    refine Finset.sum_congr rfl fun m _ => Finset.sum_congr rfl fun n _ => ?_
    ring
  -- move every outer overlap matrix onto the density matrix
  rw [exchangeEnergy, exchange_eq, lin, contract_mul_right hS D ((S * D) ⊙ g),
    contract_mul_right hS D (S * (D ⊙ g)), contract_mul_left hS (D * S) (D ⊙ g),
    contract_mul_left hS D ((D * S) ⊙ g), ← Matrix.mul_assoc S D S]
  simp only [contract, Matrix.hadamard_apply, ← Finset.sum_add_distrib]
  simp only [Finset.mul_sum]
  refine Finset.sum_congr rfl fun m _ => Finset.sum_congr rfl fun n _ => ?_
  ring
```

## (i) An orthonormal basis

Show that if $S$ is the unit matrix, then

$$K=D\circ g.$$

With $S=1$, each of the four terms in part (d) becomes $D\circ g$, and a quarter of their sum is $D\circ g$. Each exchange element then involves only the density-matrix element and the kernel entry of its own orbital pair. The statement concerns a basis that is orthonormal from the start, with $g$ given in that basis; it does not describe how $g$ would change if overlapping orbitals were orthogonalised.

The unit overlap matrix appears in Lean as the argument `1` in `exchange 1 g D`. The proof rewrites with part (d), removes the unit factors and compares entries.

```lean
/-- With Mulliken integrals and a unit overlap matrix, the exchange matrix is the Hadamard product
of the density matrix and the kernel. -/
theorem exchange_orthonormal [DecidableEq ι] (g D : Matrix ι ι ℝ) :
    exchange 1 g D = D ⊙ g := by
  rw [exchange_eq]
  simp only [Matrix.one_mul, Matrix.mul_one]
  ext m n
  simp only [Matrix.smul_apply, Matrix.add_apply, Matrix.hadamard_apply, smul_eq_mul]
  ring

end

end TightBindingExchange
```

```lean
#print axioms TightBindingExchange.exchange_eq
#print axioms TightBindingExchange.exchange_isSymm
#print axioms TightBindingExchange.exchangeEnergy_eq
#print axioms TightBindingExchange.exchange_orthonormal
```

```
'TightBindingExchange.exchange_eq' depends on axioms: [propext, Classical.choice, Quot.sound]
'TightBindingExchange.exchange_isSymm' depends on axioms: [propext, Classical.choice, Quot.sound]
'TightBindingExchange.exchangeEnergy_eq' depends on axioms: [propext, Classical.choice, Quot.sound]
'TightBindingExchange.exchange_orthonormal' depends on axioms: [propext, Classical.choice, Quot.sound]
```
